# Replacing contractive links by their unitary polar factors changes a Wilson loop by at most the summed unitarity defects

## Overlap matrices and their polar factors

Take an isolated group of m bands and a closed path in the Brillouin zone, sampled at k_0, k_1, …, k_L. Let B_j be the matrix whose m columns are the orthonormal cell-periodic Bloch states of the group at k_j. The end point k_L equals k_0 or differs from it by a reciprocal lattice vector, and B_L is B_0 with the corresponding phase factor. The link, or overlap matrix, between neighbouring points is

M_j = B_j† B_{j+1}, for j = 0, …, L−1.

Here † is the adjoint, 1 is the identity, and ‖A‖ is the operator norm, which for a matrix is the largest singular value. Since the columns of each B_j are orthonormal, ‖M_j‖ ≤ 1.

A square matrix has a polar factorisation

M_j = W_j S_j,

with W_j unitary and S_j positive semidefinite. If M_j is singular, W_j is not unique, and any choice will do below. Two letters need care: S_j is the positive polar factor, not the overlap matrix that often carries this letter, and W_j belongs to one link, not to the whole loop.

## What unitarisation changes

On a finite mesh the product M_0 M_1 ⋯ M_{L−1} is in general not unitary, because part of a state at k_{j+1} lies outside the band group at k_j. The unitarity defect ‖1 − M_j†M_j‖ is the largest weight that a normalised state of the group can lose in this way. A common remedy is to replace each M_j by W_j before multiplying. For non-interacting electrons in an isolated band group, the eigenphases of the resulting unitary matrix are used as discrete Berry phases. If the path runs straight from k_0 to k_0 + G, with G a primitive reciprocal lattice vector, they also give the hybrid Wannier centres in that direction, up to the discretisation error. The question is how far the replacement moves the product.

Write R_n = M_0 ⋯ M_{n−1} and U_n = W_0 ⋯ W_{n−1}, with R_0 = U_0 = 1. The answer is

‖R_L − U_L‖ ≤ Σ_{j<L} ‖1 − M_j†M_j‖.

If in addition ⟨x, S_j x⟩ ≥ s‖x‖² for all vectors x and all links, with one number s ≥ 0, then

(1 + s) ‖R_L − U_L‖ ≤ Σ_{j<L} ‖1 − M_j†M_j‖.

For matrices, the largest possible s is the smallest singular value found among the links. It measures how well neighbouring band spaces overlap.

## The error of one link

Drop the index j. Since W†W = 1 and S† = S,

M†M = S W†W S = S²,

and therefore

1 − M†M = 1 − S² = (1 + S)(1 − S).

The error of the replacement is

M − W = WS − W = −W(1 − S),

so that ‖M − W‖ = ‖1 − S‖, because a unitary factor preserves the norm.

It remains to compare ‖1 − S‖ with ‖(1 + S)(1 − S)‖. For any vector y, Cauchy-Schwarz and the lower bound on S give

‖y‖ ‖(1 + S)y‖ ≥ Re⟨y, (1 + S)y⟩ ≥ (1 + s)‖y‖².

Dividing by ‖y‖ when y ≠ 0, and checking y = 0 directly, we get ‖(1 + S)y‖ ≥ (1 + s)‖y‖. Now put y = Ax for an operator A:

(1 + s)‖Ax‖ ≤ ‖(1 + S)Ax‖ ≤ ‖(1 + S)A‖ ‖x‖.

This holds for every x, so (1 + s)‖A‖ ≤ ‖(1 + S)A‖. With A = 1 − S it becomes

(1 + s)‖M − W‖ ≤ ‖1 − M†M‖.

In the other direction, ‖M‖ ≤ 1 gives ‖S‖ = ‖WS‖ ≤ 1, hence ‖1 + S‖ ≤ 2 and

‖1 − M†M‖ ≤ 2‖M − W‖.

For a contractive link, the defect thus fixes the error up to a factor of two.

## Adding the links

Adding and subtracting R_n W_n separates the newest error from the older ones:

R_{n+1} − U_{n+1} = (R_n − U_n)W_n + R_n(M_n − W_n).

The first term has norm ‖R_n − U_n‖, because W_n is unitary. The second has norm at most ‖M_n − W_n‖, because R_n is a product of contractions. Starting from R_0 − U_0 = 0, we obtain

‖R_L − U_L‖ ≤ Σ_{j<L} ‖M_j − W_j‖.

Multiplying by 1 + s and inserting the one-link bound gives the stated result. The choice s = 0 is always allowed, since S_j is positive semidefinite.

## One link and the fine-mesh limit

For a single link M = sW with 0 ≤ s ≤ 1 on a nonzero space, the error is 1 − s and the defect is (1 + s)(1 − s). The one-link bound is then an equality. With m = 1 every link has this form: s is the modulus of the overlap and W its phase.

A short estimate, separate from the Lean theorems, shows what happens on a fine mesh. Let P_j = B_j B_j† be the projector onto the band group. Then

‖1 − M_j†M_j‖ = ‖(1 − P_j)B_{j+1}‖² ≤ ‖P_{j+1} − P_j‖².

If neighbouring projectors differ in norm by at most c/L, with c independent of L, the summed defect is at most c²/L and vanishes as the mesh is refined.

## How Lean states the result

The Lean theorems are set in a complete complex inner product space `H`, and operators have type `H →L[ℂ] H`, the bounded linear maps. The m by m matrices are the case H = ℂ^m with its usual inner product. `star` is the adjoint, and the inner product is conjugate-linear in its first argument, as in Dirac notation.

`IsPolarLink M W S` records three facts: M = WS, W is unitary, and S is positive. In infinite dimension a factorisation with a unitary W is a genuine assumption, since a general operator may only allow a partial isometry.

`wilsonLine M L` is R_L, with new links multiplied on the right. The sequences are indexed by all natural numbers, but the hypotheses constrain only the links with j < L. The name says "line" because nothing requires the path to close.

`wilsonLine_error` is the bound with s = 0, and `wilsonLine_error_of_bound` is the one with general s. In the latter, `hS` expresses the lower bound through the real part of the inner product, and `hM` is the contraction condition, which orthonormal Bloch states satisfy.

The step left to the user is the identification of the operators `M j` with overlap matrices of Bloch states around a closed path. The theorems compare two products on the same mesh. They give neither the distance to the continuum Wilson loop nor a bound on individual eigenphases.

## The Lean file

```lean
import Mathlib

open Finset

namespace UnitarisedWilsonLoop

variable {H : Type*} [NormedAddCommGroup H] [InnerProductSpace ℂ H] [CompleteSpace H]

/-- The ordered product `M 0 * M 1 * ... * M (L - 1)` of the first `L` link operators. -/
noncomputable def wilsonLine (M : ℕ → H →L[ℂ] H) : ℕ → (H →L[ℂ] H)
  | 0 => 1
  | n + 1 => wilsonLine M n * M n

/-- The overlap operator `M` of a link has the polar form `M = W S`, with `W` unitary and
`S` positive semidefinite. -/
structure IsPolarLink (M W S : H →L[ℂ] H) : Prop where
  factor : M = W * S
  isUnitary : W ∈ unitary (H →L[ℂ] H)
  positive : S.IsPositive

/-- For a link with polar form `M = W S`, the operator `1 - M†M` equals `(1 + S)(1 - S)`. -/
theorem defect_eq {M W S : H →L[ℂ] H} (h : IsPolarLink M W S) :
    1 - star M * M = (1 + S) * (1 - S) := by
  have hW : star W * W = 1 := h.isUnitary.1
  have hS : star S = S := h.positive.isSelfAdjoint.star_eq
  have hMM : star M * M = S * S := by
    rw [h.factor, star_mul, hS]
    calc S * star W * (W * S) = S * (star W * W) * S := by noncomm_ring
      _ = S * S := by rw [hW, mul_one]
  rw [hMM]
  noncomm_ring

omit [CompleteSpace H] in
/-- If the expectation values of `S` in normalised states have real part at least `s ≥ 0`,
then multiplying an operator by `1 + S` from the left raises its norm at least by the
factor `1 + s`. -/
theorem norm_le_norm_one_add_mul {S : H →L[ℂ] H} {s : ℝ} (hs : 0 ≤ s)
    (hS : ∀ x, s * ‖x‖ ^ 2 ≤ (inner ℂ x (S x)).re) (A : H →L[ℂ] H) :
    (1 + s) * ‖A‖ ≤ ‖(1 + S) * A‖ := by
  have hp : 0 < 1 + s := by linarith
  -- the bound on vectors, from Cauchy-Schwarz
  have key : ∀ y : H, (1 + s) * ‖y‖ ≤ ‖y + S y‖ := by
    intro y
    have h1 : (inner ℂ y (y + S y)).re ≤ ‖y‖ * ‖y + S y‖ :=
      (Complex.re_le_norm _).trans (norm_inner_le_norm _ _)
    have h0 : (inner ℂ y y).re = ‖y‖ ^ 2 := inner_self_eq_norm_sq (𝕜 := ℂ) y
    rw [inner_add_right, Complex.add_re, h0] at h1
    rcases (norm_nonneg y).eq_or_lt with h | h
    · rw [← h, mul_zero]
      exact norm_nonneg _
    · refine le_of_mul_le_mul_left ?_ h
      nlinarith [hS y]
  rw [mul_comm, ← le_div_iff₀ hp]
  refine ContinuousLinearMap.opNorm_le_bound _ (by positivity) fun x => ?_
  rw [div_mul_eq_mul_div, le_div_iff₀ hp]
  have h : ‖A x + S (A x)‖ ≤ ‖(1 + S) * A‖ * ‖x‖ := ((1 + S) * A).le_opNorm x
  linarith [key (A x)]

/-- Replacing `M = W S` by its unitary factor `W` makes an error of norm `‖1 - S‖`. -/
theorem norm_link_sub {M W S : H →L[ℂ] H} (h : IsPolarLink M W S) :
    ‖M - W‖ = ‖1 - S‖ := by
  have e : M - W = -(W * (1 - S)) := by
    rw [h.factor]
    noncomm_ring
  rw [e, norm_neg, CStarRing.norm_mem_unitary_mul _ h.isUnitary]

/-- Error of unitarising one link `M = W S`, with `W` unitary and `S` positive semidefinite: if `S`
is bounded below by `s ≥ 0`, then `‖M - W‖` is at most the unitarity defect `‖1 - M†M‖` divided by
`1 + s`. -/
theorem link_error {M W S : H →L[ℂ] H} (h : IsPolarLink M W S) {s : ℝ} (hs : 0 ≤ s)
    (hS : ∀ x, s * ‖x‖ ^ 2 ≤ (inner ℂ x (S x)).re) :
    (1 + s) * ‖M - W‖ ≤ ‖1 - star M * M‖ := by
  rw [norm_link_sub h, defect_eq h]
  exact norm_le_norm_one_add_mul hs hS _

/-- Conversely, for a link of norm at most one the unitarity defect is at most twice the
error of unitarising the link. -/
theorem defect_le {M W S : H →L[ℂ] H} (h : IsPolarLink M W S) (hM : ‖M‖ ≤ 1) :
    ‖1 - star M * M‖ ≤ 2 * ‖M - W‖ := by
  have hS : ‖S‖ ≤ 1 := by
    rw [← CStarRing.norm_mem_unitary_mul S h.isUnitary, ← h.factor]
    exact hM
  have h1 : ‖(1 : H →L[ℂ] H)‖ ≤ 1 := ContinuousLinearMap.norm_id_le
  have h2 : ‖1 + S‖ ≤ 2 := (norm_add_le _ _).trans (by linarith)
  rw [norm_link_sub h, defect_eq h]
  exact (norm_mul_le _ _).trans (mul_le_mul_of_nonneg_right h2 (norm_nonneg _))

/-- An ordered product of links of norm at most one has norm at most one. -/
theorem norm_wilsonLine_le_one (M : ℕ → H →L[ℂ] H) (L : ℕ) (hM : ∀ j < L, ‖M j‖ ≤ 1) :
    ‖wilsonLine M L‖ ≤ 1 := by
  induction L with
  | zero => exact ContinuousLinearMap.norm_id_le
  | succ n ih =>
    exact (norm_mul_le _ _).trans
      (mul_le_one₀ (ih fun j hj => hM j (by omega)) (norm_nonneg _) (hM n (by omega)))

/-- For links `M j = W j * S j` of norm at most one, with every `W j` unitary and every `S j`
positive semidefinite and bounded below by `s ≥ 0`, the ordered products of the `M j` and of the
`W j` differ in norm by at most the sum of the unitarity defects divided by `1 + s`. -/
theorem wilsonLine_error_of_bound (M W S : ℕ → H →L[ℂ] H) (L : ℕ) {s : ℝ} (hs : 0 ≤ s)
    (h : ∀ j < L, IsPolarLink (M j) (W j) (S j)) (hM : ∀ j < L, ‖M j‖ ≤ 1)
    (hS : ∀ j < L, ∀ x, s * ‖x‖ ^ 2 ≤ (inner ℂ x (S j x)).re) :
    (1 + s) * ‖wilsonLine M L - wilsonLine W L‖
      ≤ ∑ j ∈ range L, ‖1 - star (M j) * M j‖ := by
  induction L with
  | zero => simp [wilsonLine]
  | succ n ih =>
    have ih' := ih (fun j hj => h j (by omega)) (fun j hj => hM j (by omega))
      (fun j hj => hS j (by omega))
    have hn := h n (by omega)
    have hP := norm_wilsonLine_le_one M n fun j hj => hM j (by omega)
    -- separate the error of the last link from the error collected before it
    have split : wilsonLine M (n + 1) - wilsonLine W (n + 1)
        = (wilsonLine M n - wilsonLine W n) * W n + wilsonLine M n * (M n - W n) := by
      simp only [wilsonLine]
      noncomm_ring
    have b1 : ‖(wilsonLine M n - wilsonLine W n) * W n‖ = ‖wilsonLine M n - wilsonLine W n‖ :=
      CStarRing.norm_mul_mem_unitary _ hn.isUnitary
    have b2 : ‖wilsonLine M n * (M n - W n)‖ ≤ ‖M n - W n‖ :=
      (norm_mul_le _ _).trans (mul_le_of_le_one_left (norm_nonneg _) hP)
    have b3 : ‖wilsonLine M (n + 1) - wilsonLine W (n + 1)‖
        ≤ ‖wilsonLine M n - wilsonLine W n‖ + ‖M n - W n‖ := by
      rw [split]
      exact (norm_add_le _ _).trans (by linarith)
    rw [sum_range_succ]
    refine (mul_le_mul_of_nonneg_left b3 (by linarith)).trans ?_
    rw [mul_add]
    exact add_le_add ih' (link_error hn hs (hS n (by omega)))

/-- Error of unitarising a Wilson line: for links `M j = W j * S j` of norm at most one, with `W j`
unitary and `S j` positive semidefinite, the ordered products of the `M j` and of the `W j` differ
in norm by at most the sum of the `‖1 - M j† M j‖`. -/
theorem wilsonLine_error (M W S : ℕ → H →L[ℂ] H) (L : ℕ)
    (h : ∀ j < L, IsPolarLink (M j) (W j) (S j)) (hM : ∀ j < L, ‖M j‖ ≤ 1) :
    ‖wilsonLine M L - wilsonLine W L‖ ≤ ∑ j ∈ range L, ‖1 - star (M j) * M j‖ := by
  have key := wilsonLine_error_of_bound M W S L le_rfl h hM fun j hj x => by
    rw [zero_mul]
    exact (h j hj).positive.re_inner_nonneg_right x
  simpa using key

/-- For `0 ≤ s ≤ 1` and any unitary `W`, the attenuated unitary `s W` is a link with polar
factors `W` and `s 1`; it has norm at most one, and `s 1` is bounded below by `s`. -/
theorem isPolarLink_witness {W : H →L[ℂ] H} (hW : W ∈ unitary (H →L[ℂ] H)) {s : ℝ}
    (hs : 0 ≤ s) (hs1 : s ≤ 1) :
    IsPolarLink ((s : ℂ) • W) W ((s : ℂ) • 1) ∧ ‖(s : ℂ) • W‖ ≤ 1 ∧
      ∀ x : H, s * ‖x‖ ^ 2 ≤ (inner ℂ x (((s : ℂ) • (1 : H →L[ℂ] H)) x)).re := by
  have h0 : ∀ x : H, (inner ℂ x x).re = ‖x‖ ^ 2 := fun x => inner_self_eq_norm_sq (𝕜 := ℂ) x
  refine ⟨⟨by rw [mul_smul_comm, mul_one], hW, ?_⟩, ?_, fun x => ?_⟩
  · rw [ContinuousLinearMap.isPositive_def']
    refine ⟨by simp [IsSelfAdjoint, star_smul], fun x => ?_⟩
    change 0 ≤ (inner ℂ ((s : ℂ) • x) x).re
    rw [inner_smul_left, Complex.conj_ofReal, Complex.re_ofReal_mul, h0]
    positivity
  · have h1 : ‖W‖ ≤ 1 := by
      rw [← mul_one W, CStarRing.norm_mem_unitary_mul _ hW]
      exact ContinuousLinearMap.norm_id_le
    rw [norm_smul, Complex.norm_real, Real.norm_of_nonneg hs]
    exact mul_le_one₀ hs1 (norm_nonneg _) h1
  · change s * ‖x‖ ^ 2 ≤ (inner ℂ x ((s : ℂ) • x)).re
    rw [inner_smul_right, Complex.re_ofReal_mul, h0]

/-- Sharpness for one link: on a nonzero space, for `0 ≤ s ≤ 1` and `W` unitary, the link
`s W` has unitarisation error `1 - s` and unitarity defect `(1 + s)(1 - s)`. -/
theorem link_error_sharp [Nontrivial H] {W : H →L[ℂ] H} (hW : W ∈ unitary (H →L[ℂ] H))
    {s : ℝ} (hs : 0 ≤ s) (hs1 : s ≤ 1) :
    ‖(s : ℂ) • W - W‖ = 1 - s ∧
      ‖1 - star ((s : ℂ) • W) * ((s : ℂ) • W)‖ = (1 + s) * (1 - s) := by
  have hd : 0 ≤ 1 - s := by linarith
  -- both norms reduce to the norm of a multiple of the identity
  have e1 : (1 : H →L[ℂ] H) - (s : ℂ) • 1 = ((1 - s : ℝ) : ℂ) • 1 := by
    push_cast
    module
  have e2 : (1 + (s : ℂ) • (1 : H →L[ℂ] H)) = ((1 + s : ℝ) : ℂ) • 1 := by
    push_cast
    module
  have hl := (isPolarLink_witness hW hs hs1).1
  constructor
  · rw [norm_link_sub hl, e1, norm_smul, norm_one, mul_one, Complex.norm_real,
      Real.norm_of_nonneg hd]
  · rw [defect_eq hl, e1, e2, smul_mul_assoc, one_mul, norm_smul, norm_smul, norm_one,
      mul_one, Complex.norm_real, Complex.norm_real, Real.norm_of_nonneg hd,
      Real.norm_of_nonneg (by linarith)]

end UnitarisedWilsonLoop
```

```lean
#print axioms UnitarisedWilsonLoop.defect_le
-- 'UnitarisedWilsonLoop.defect_le' depends on axioms: [propext, Classical.choice, Quot.sound]
#print axioms UnitarisedWilsonLoop.wilsonLine_error
-- 'UnitarisedWilsonLoop.wilsonLine_error' depends on axioms: [propext, Classical.choice, Quot.sound]
#print axioms UnitarisedWilsonLoop.link_error_sharp
-- 'UnitarisedWilsonLoop.link_error_sharp' depends on axioms: [propext, Classical.choice, Quot.sound]
```

## From the lemmas to the loop bound

`defect_eq` is the factorisation of 1 − M†M. Its `calc` block regroups the product so that W†W appears and can be replaced by 1. `noncomm_ring` then handles the algebra without assuming that operators commute.

`norm_le_norm_one_add_mul` is the stretching estimate. The inner statement `key` is the bound on vectors: it treats y = 0 separately and otherwise cancels the positive factor ‖y‖, with `nlinarith` combining the Cauchy-Schwarz inequality and the lower bound on S. `ContinuousLinearMap.opNorm_le_bound` passes from vectors to the operator norm.

`norm_link_sub` proves ‖M − W‖ = ‖1 − S‖, using the library lemma that left multiplication by a unitary preserves the norm. `link_error` combines these three results. `defect_le` is the converse estimate with the factor of two. It uses only ‖1‖ ≤ 1, so it also holds on the zero space, where the identity has norm zero.

`norm_wilsonLine_le_one` shows by induction that R_L is a contraction. The main induction is in `wilsonLine_error_of_bound`. There `split` is the identity obtained by adding and subtracting R_n W_n, `b1` and `b2` estimate its two terms, and `b3` joins them by the triangle inequality. The last lines multiply by 1 + s, then apply the induction hypothesis to the earlier links and `link_error` to the newest one. The calls to `omega` check that the indices stay in range.

`wilsonLine_error` sets s = 0 and obtains the required lower bound from the positivity of each `S j`.

The last two theorems concern M = sW. `isPolarLink_witness` verifies that this link meets all the hypotheses, including the lower bound s. `link_error_sharp` computes its error and defect by reducing both to norms of multiples of the identity. It assumes `Nontrivial H`, which makes the norm of the identity equal to one. The equality it establishes is for one link and makes no statement about longer products.
